# Schrieffer–Wolff expansion of a finite Hubbard matrix to second order in the hopping

Take two states, one without a doubly occupied site (a doublon) and one with a doublon of energy \(U\neq0\), coupled by \(x\tau\):

\[
H=\begin{pmatrix}0&x\tau\\x\tau&U\end{pmatrix},\qquad
S=\frac{\tau}{U}\begin{pmatrix}0&-1\\1&0\end{pmatrix}.
\]

The rotation \(e^{xS}He^{-xS}\) removes the coupling at first order and leaves the diagonal energies \(-x^2\tau^2/U\) and \(U+x^2\tau^2/U\), up to \(O(x^3)\). For the singlet of two electrons in the two-site Hubbard model with hopping \(xt\), \(\tau^2=4t^2\), so the first of these energies is \(-4x^2t^2/U\).

## The identity for general matrices

Let \(V\) be the interaction, \(T_m\) the part of the hopping that changes the doublon number by \(m\), and \(x\) the hopping scale. With \([V,T_{\pm1}]=\pm UT_{\pm1}\) and \(S=(T_1-T_{-1})/U\),

\[
e^{xS}\bigl(V+x(T_0+T_1+T_{-1})\bigr)e^{-xS}
=V+xT_0+\frac{x^2}{U}\bigl([T_1,T_{-1}]+[T_1-T_{-1},T_0]\bigr)+O(x^3).
\]

If also \([V,T_0]=0\), \(PV=VP=0\) and \(T_{-1}P=0\), where \(P\) selects the states without doublons, the \(P\) block is

\[
xPT_0P-\frac{x^2}{U}PT_{-1}T_1P+O(x^3).
\]

## Where a cluster code can use it

For \(U>0\), hopping small compared with \(U\) and no more electrons than sites, an exact-diagonalisation code can use this block to describe the low-energy states of a finite Hubbard cluster by a t-J-type Hamiltonian without doublons. With three or more sites, at least one of them empty, the product \(PT_{-1}T_1P\) can contain three-site hops as well as spin exchange; a code that drops such hops makes a further approximation. In general the rotation changes observables as well as the Hamiltonian.

## Derivation

Insert \(e^{\pm xS}=1\pm xS+\tfrac12x^2S^2+O(x^3)\). For any fixed matrix \(X\), the second-order terms are \(\tfrac12S^2X-SXS+\tfrac12XS^2\), hence

\[
e^{xS}Xe^{-xS}=X+x[S,X]+\tfrac{x^2}{2}[S,[S,X]]+O(x^3).
\]

Write \(T=T_0+T_1+T_{-1}\) and apply this to \(V\) and to \(xT\):

\[
V+x\bigl(T+[S,V]\bigr)+x^2\bigl(\tfrac12[S,[S,V]]+[S,T]\bigr)+O(x^3).
\]

The commutation relations give

\[
[S,V]=-\frac{[V,T_1]-[V,T_{-1}]}{U}=-(T_1+T_{-1}),
\]

so only \(T_0\) survives at first order. Since \([S,T_1+T_{-1}]=2[T_1,T_{-1}]/U\), the two second-order contributions are

\[
\tfrac12[S,[S,V]]=-\frac{[T_1,T_{-1}]}{U},\qquad
[S,T]=\frac{2[T_1,T_{-1}]+[T_1-T_{-1},T_0]}{U}.
\]

Their sum is the stated term.

For the projection, \(T_{-1}P=0\) removes \(PT_1T_{-1}P\), leaving \(P[T_1,T_{-1}]P=-PT_{-1}T_1P\). For the mixed terms put \(B=[T_{\pm1},T_0]\). The Jacobi identity and \([V,T_0]=0\) give \([V,B]=\pm UB\). Between two factors of \(P\) the left side vanishes, so \(PBP=0\).

## The Lean file

```lean
import Mathlib

open Filter Topology Asymptotics
open scoped Matrix.Norms.Operator

namespace HubbardSchriefferWolff

noncomputable section

variable {n : Type*} [Fintype n] [DecidableEq n]

/-- The commutator `[A, B]` of two operators. -/
def comm (A B : Matrix n n ℂ) : Matrix n n ℂ := A * B - B * A

/-- The Schrieffer-Wolff generator `S = (T₁ - T₋₁) / U`. -/
def generator (U : ℂ) (T1 Tm : Matrix n n ℂ) : Matrix n n ℂ := U⁻¹ • (T1 - Tm)

/-- The exponential `exp (xS)` is `1 + xS + x²S²/2` with an error `O(x³)` as `x → 0`. -/
theorem exp_second_order (S : Matrix n n ℂ) :
    (fun x : ℂ => NormedSpace.exp (x • S) - (1 + x • S + (x ^ 2 / 2) • (S * S)))
      =O[𝓝 0] fun x : ℂ => x ^ 3 := by
  have h := (NormedSpace.exp_hasFPowerSeriesAt_zero
    (𝕂 := ℂ) (𝔸 := Matrix n n ℂ)).isBigO_sub_partialSum_pow 3
  have hx : Tendsto (fun x : ℂ => x • S) (𝓝 0) (𝓝 0) := by
    have hc : Continuous fun x : ℂ => x • S := continuous_id.smul continuous_const
    simpa using hc.tendsto 0
  have h3 : (fun x : ℂ => ‖x • S‖ ^ 3) =O[𝓝 0] fun x : ℂ => x ^ 3 := by
    refine IsBigO.of_bound (‖S‖ ^ 3) (Eventually.of_forall fun x => ?_)
    simp only [norm_pow, norm_smul, norm_mul, norm_norm]
    exact le_of_eq (by ring)
  refine ((h.comp_tendsto hx).trans h3).congr_left fun x => ?_
  have key : (NormedSpace.expSeries ℂ (Matrix n n ℂ)).partialSum 3 (x • S)
      = 1 + x • S + (x ^ 2 / 2) • (S * S) := by
    simp only [FormalMultilinearSeries.partialSum, Finset.sum_range_succ,
      Finset.sum_range_zero, NormedSpace.expSeries_apply_eq, zero_add, pow_zero, pow_one,
      smul_pow, sq S, Nat.factorial_zero, Nat.factorial_one, Nat.factorial_two,
      Nat.cast_one, Nat.cast_ofNat]
    module
  show NormedSpace.exp (0 + x • S)
    - (NormedSpace.expSeries ℂ (Matrix n n ℂ)).partialSum 3 (x • S) = _
  rw [zero_add, key]

/-- The product `exp (xS) X exp (-xS)` is `X + x[S,X] + (x²/2)[S,[S,X]]` with an error `O(x³)` as `x
→ 0`. -/
theorem rotation_second_order (S X : Matrix n n ℂ) :
    (fun x : ℂ => NormedSpace.exp (x • S) * X * NormedSpace.exp (-(x • S))
      - (X + x • comm S X + (x ^ 2 / 2) • comm S (comm S X)))
      =O[𝓝 0] fun x : ℂ => x ^ 3 := by
  have hbd : ∀ f : ℂ → Matrix n n ℂ, Continuous f → f =O[𝓝 0] fun _ => (1 : ℂ) :=
    fun f hf => (hf.tendsto 0).isBigO_one ℂ
  have hcube : (fun x : ℂ => x ^ 3) =O[𝓝 0] fun _ => (1 : ℂ) :=
    ((continuous_pow 3).tendsto 0).isBigO_one ℂ
  have h1 := exp_second_order S
  have h2 : (fun x : ℂ => NormedSpace.exp (-(x • S)) - (1 - x • S + (x ^ 2 / 2) • (S * S)))
      =O[𝓝 0] fun x : ℂ => x ^ 3 := by
    refine (exp_second_order (-S)).congr_left fun x => ?_
    simp only [smul_neg, neg_mul_neg, ← sub_eq_add_neg]
  have hB : (fun x : ℂ => NormedSpace.exp (-(x • S))) =O[𝓝 0] fun _ => (1 : ℂ) := by
    refine ((h2.trans hcube).add (hbd (fun x => 1 - x • S + (x ^ 2 / 2) • (S * S))
      (by fun_prop))).congr_left fun x => ?_
    exact sub_add_cancel _ _
  -- errors of the two exponentials, then the cubic and quartic terms of the product
  have t1 := (h1.mul (hbd (fun _ => X) continuous_const)).mul hB
  have t2 := (hbd (fun x => (1 + x • S + (x ^ 2 / 2) • (S * S)) * X) (by fun_prop)).mul h2
  have t3 := (isBigO_refl (fun x : ℂ => x ^ 3) (𝓝 0)).smul
    (hbd (fun x => (1 / 2 : ℂ) • (S * X * (S * S) - S * S * X * S)
      + (x / 4) • (S * S * X * (S * S))) (by fun_prop))
  simp only [mul_one, one_mul, smul_eq_mul] at t1 t2 t3
  refine ((t1.add t2).add t3).congr_left fun x => ?_
  simp only [comm, mul_add, add_mul, mul_sub, sub_mul, smul_mul_assoc, mul_smul_comm,
    one_mul, mul_one, mul_assoc]
  module

/-- If `U ≠ 0`, `[V,T₁] = U T₁` and `[V,T₋₁] = -U T₋₁`, the generator satisfies `[S, V] = -(T₁ +
T₋₁)`. -/
theorem comm_generator {U : ℂ} (hU : U ≠ 0) {V T1 Tm : Matrix n n ℂ}
    (h1 : comm V T1 = U • T1) (hm : comm V Tm = (-U) • Tm) :
    comm (generator U T1 Tm) V = -(T1 + Tm) := by
  have h : comm (generator U T1 Tm) V = -(U⁻¹ • (comm V T1 - comm V Tm)) := by
    simp only [comm, generator, mul_sub, sub_mul, smul_mul_assoc, mul_smul_comm]
    module
  rw [h, h1, hm, neg_smul, sub_neg_eq_add, ← smul_add, inv_smul_smul₀ hU]

/-- If `U ≠ 0`, `[V,T₁] = U T₁` and `[V,T₋₁] = -U T₋₁`, the matrix `V + x(T₀ + T₁ + T₋₁)` rotated by
`exp (xS)` is `V + xT₀ + x²([T₁,T₋₁] + [T₁-T₋₁,T₀])/U` with an error `O(x³)` as `x → 0`. -/
theorem schrieffer_wolff {U : ℂ} (hU : U ≠ 0) {V T1 Tm : Matrix n n ℂ}
    (T0 : Matrix n n ℂ) (h1 : comm V T1 = U • T1) (hm : comm V Tm = (-U) • Tm) :
    (fun x : ℂ => NormedSpace.exp (x • generator U T1 Tm) * (V + x • (T0 + T1 + Tm))
        * NormedSpace.exp (-(x • generator U T1 Tm))
      - (V + x • T0 + x ^ 2 • (U⁻¹ • (comm T1 Tm + comm (T1 - Tm) T0))))
      =O[𝓝 0] fun x : ℂ => x ^ 3 := by
  have hS := comm_generator hU h1 hm
  have k1 : comm (generator U T1 Tm) (-(T1 + Tm)) = (-(2 * U⁻¹)) • comm T1 Tm := by
    simp only [comm, generator, mul_add, add_mul, mul_sub, sub_mul, smul_mul_assoc,
      mul_smul_comm, mul_neg, neg_mul]
    module
  have k2 : comm (generator U T1 Tm) (T0 + T1 + Tm)
      = U⁻¹ • comm (T1 - Tm) T0 + (2 * U⁻¹) • comm T1 Tm := by
    simp only [comm, generator, mul_add, add_mul, mul_sub, sub_mul, smul_mul_assoc,
      mul_smul_comm]
    module
  have hid : (fun x : ℂ => x) =O[𝓝 0] fun _ => (1 : ℂ) :=
    (continuous_id.tendsto (0 : ℂ)).isBigO_one ℂ
  have a := rotation_second_order (generator U T1 Tm) V
  have b := hid.smul (rotation_second_order (generator U T1 Tm) (T0 + T1 + Tm))
  have c := (isBigO_refl (fun x : ℂ => x ^ 3) (𝓝 0)).smul
    (isBigO_const_const ((1 / 2 : ℂ) • comm (generator U T1 Tm)
      (comm (generator U T1 Tm) (T0 + T1 + Tm))) (one_ne_zero (α := ℂ)) (𝓝 (0 : ℂ)))
  simp only [smul_eq_mul, one_mul, mul_one] at b c
  refine ((a.add b).add c).congr_left fun x => ?_
  -- the first-order terms `T₁ + T₋₁` cancel against `[S, V]`
  simp only [hS, k1, k2, mul_add, add_mul, smul_mul_assoc, mul_smul_comm]
  module

/-- If `T₋₁ P = 0`, then `P [T₁,T₋₁] P = -P T₋₁ T₁ P`. -/
theorem projected_exchange {P T1 Tm : Matrix n n ℂ} (hP : Tm * P = 0) :
    P * comm T1 Tm * P = -(P * Tm * T1 * P) := by
  have h : P * comm T1 Tm * P = P * T1 * (Tm * P) - P * Tm * T1 * P := by
    simp only [comm, mul_sub, sub_mul, mul_assoc]
  rw [h, hP, mul_zero, zero_sub]

/-- Let `U ≠ 0`, `[V,T₁] = U T₁`, `[V,T₀] = 0` and `[V,T₋₁] = -U T₋₁`. Between two factors `P` with
`PV = VP = 0` and `T₋₁P = 0`, the rotated matrix `V + x(T₀ + T₁ + T₋₁)` is `x P T₀ P - (x²/U) P T₋₁
T₁ P` with an error `O(x³)` as `x → 0`. -/
theorem projected_tJ {U : ℂ} (hU : U ≠ 0) {V T0 T1 Tm P : Matrix n n ℂ}
    (h1 : comm V T1 = U • T1) (h0 : comm V T0 = 0) (hm : comm V Tm = (-U) • Tm)
    (hPV : P * V = 0) (hVP : V * P = 0) (hP : Tm * P = 0) :
    (fun x : ℂ => P * (NormedSpace.exp (x • generator U T1 Tm) * (V + x • (T0 + T1 + Tm))
        * NormedSpace.exp (-(x • generator U T1 Tm))) * P
      - (x • (P * T0 * P) - (x ^ 2 / U) • (P * Tm * T1 * P)))
      =O[𝓝 0] fun x : ℂ => x ^ 3 := by
  -- `[A, T₀]` changes the interaction energy by `c ≠ 0`, so its `P` block vanishes
  have q : ∀ (A : Matrix n n ℂ) (c : ℂ), c ≠ 0 → comm V A = c • A →
      P * comm A T0 * P = 0 := by
    intro A c hc hA
    have jac : comm V (comm A T0) = comm (comm V A) T0 + comm A (comm V T0) := by
      simp only [comm]
      noncomm_ring
    have hB : comm V (comm A T0) = c • comm A T0 := by
      rw [jac, hA, h0]
      simp only [comm, smul_mul_assoc, mul_smul_comm, mul_zero, zero_mul, smul_sub,
        sub_self, add_zero]
    have hz : P * comm V (comm A T0) * P = 0 := by
      have e : P * comm V (comm A T0) * P
          = P * V * (comm A T0 * P) - P * comm A T0 * (V * P) := by
        rw [comm.eq_1 V (comm A T0)]
        simp only [mul_sub, sub_mul, mul_assoc]
      rw [e, hPV, hVP, zero_mul, mul_zero, sub_zero]
    rw [hB, mul_smul_comm, smul_mul_assoc] at hz
    exact (smul_eq_zero.mp hz).resolve_left hc
  have hC : P * comm (T1 - Tm) T0 * P = 0 := by
    have e : comm (T1 - Tm) T0 = comm T1 T0 - comm Tm T0 := by
      simp only [comm]
      noncomm_ring
    rw [e, mul_sub, sub_mul, q T1 U hU h1, q Tm (-U) (neg_ne_zero.mpr hU) hm, sub_zero]
  have hV : P * V * P = 0 := by rw [hPV, zero_mul]
  have e : ∀ x : ℂ, P * (V + x • T0 + x ^ 2 • (U⁻¹ • (comm T1 Tm + comm (T1 - Tm) T0))) * P
      = x • (P * T0 * P) - (x ^ 2 / U) • (P * Tm * T1 * P) := by
    intro x
    simp only [mul_add, add_mul, mul_smul_comm, smul_mul_assoc, hV, hC,
      projected_exchange hP]
    module
  have hc : (fun _ : ℂ => P) =O[𝓝 0] fun _ => (1 : ℂ) :=
    isBigO_const_const P one_ne_zero _
  have t := (hc.mul (schrieffer_wolff hU T0 h1 hm)).mul hc
  simp only [one_mul, mul_one] at t
  refine t.congr_left fun x => ?_
  rw [← e x, mul_sub, sub_mul]

/-- The Hubbard interaction: energy `U` for each of the `D p` doublons of configuration `p`. -/
def interaction (U : ℂ) (D : n → ℕ) : Matrix n n ℂ := Matrix.diagonal fun p => U * D p

/-- The part `T_m` of the hopping `T` that changes the number of doublons by `m`. -/
def hoppingPart (D : n → ℕ) (T : Matrix n n ℂ) (m : ℤ) : Matrix n n ℂ :=
  Matrix.of fun p q => if (D p : ℤ) = D q + m then T p q else 0

/-- The projector onto configurations without doublons. -/
def noDoublon (D : n → ℕ) : Matrix n n ℂ := Matrix.diagonal fun p => if D p = 0 then 1 else 0

/-- The parts of any hopping matrix obey `[V, T_m] = m U T_m`. -/
theorem comm_interaction (U : ℂ) (D : n → ℕ) (T : Matrix n n ℂ) (m : ℤ) :
    comm (interaction U D) (hoppingPart D T m) = ((m : ℂ) * U) • hoppingPart D T m := by
  ext p q
  simp only [comm, interaction, hoppingPart, Matrix.sub_apply, Matrix.diagonal_mul,
    Matrix.mul_diagonal, Matrix.smul_apply, Matrix.of_apply, smul_eq_mul]
  split_ifs with h
  · have h' : (D p : ℂ) = D q + m := by exact_mod_cast h
    rw [h']
    ring
  · ring

/-- If each hop changes the number of doublons by at most one, the Hubbard Hamiltonian `V + xT`,
rotated and projected onto configurations without doublons, is `x P T₀ P - (x²/U) P T₋₁ T₁ P` with
an error `O(x³)` as `x → 0`, for `U ≠ 0`. -/
theorem hubbard_tJ {U : ℂ} (hU : U ≠ 0) (D : n → ℕ) (T : Matrix n n ℂ)
    (hT : ∀ p q, T p q ≠ 0 → D p ≤ D q + 1 ∧ D q ≤ D p + 1) :
    (fun x : ℂ => noDoublon D
        * (NormedSpace.exp (x • generator U (hoppingPart D T 1) (hoppingPart D T (-1)))
          * (interaction U D + x • T)
          * NormedSpace.exp (-(x • generator U (hoppingPart D T 1) (hoppingPart D T (-1)))))
        * noDoublon D
      - (x • (noDoublon D * hoppingPart D T 0 * noDoublon D)
        - (x ^ 2 / U) • (noDoublon D * hoppingPart D T (-1) * hoppingPart D T 1 * noDoublon D)))
      =O[𝓝 0] fun x : ℂ => x ^ 3 := by
  have hsum : hoppingPart D T 0 + hoppingPart D T 1 + hoppingPart D T (-1) = T := by
    ext p q
    by_cases h : T p q = 0
    · simp [hoppingPart, h]
    · obtain ⟨ha, hb⟩ := hT p q h
      simp only [hoppingPart, Matrix.add_apply, Matrix.of_apply]
      split_ifs <;> first | omega | simp
  have hPV : noDoublon D * interaction U D = 0 := by
    ext p q
    simp only [noDoublon, interaction, Matrix.diagonal_mul, Matrix.diagonal_apply,
      Matrix.zero_apply]
    split_ifs <;> simp_all
  have hVP : interaction U D * noDoublon D = 0 := by
    ext p q
    simp only [noDoublon, interaction, Matrix.diagonal_mul, Matrix.diagonal_apply,
      Matrix.zero_apply]
    split_ifs <;> simp_all
  -- no doublon can be removed from a configuration that has none
  have hP : hoppingPart D T (-1) * noDoublon D = 0 := by
    ext p q
    simp only [hoppingPart, noDoublon, Matrix.mul_diagonal, Matrix.of_apply,
      Matrix.zero_apply]
    split_ifs <;> first | omega | simp
  have h := projected_tJ hU (by simpa using comm_interaction U D T 1)
    (by simpa using comm_interaction U D T 0)
    (by simpa using comm_interaction U D T (-1)) hPV hVP hP
  rwa [hsum] at h

/-- Doublon count for one up and one down electron at the sites `p.1` and `p.2` of a trimer. -/
def trimerD (p : Fin 3 × Fin 3) : ℕ := if p.1 = p.2 then 1 else 0

/-- Hopping on the trimer: one of the two electrons moves to another site, amplitude `-t`. -/
def trimerHop (t : ℂ) : Matrix (Fin 3 × Fin 3) (Fin 3 × Fin 3) ℂ :=
  Matrix.of fun p q =>
    if (p.1 = q.1 ∧ p.2 ≠ q.2) ∨ (p.1 ≠ q.1 ∧ p.2 = q.2) then -t else 0

/-- On the trimer each hop changes the number of doublons by at most one, `T₀` has a matrix
element `-t`, and `T₋₁ T₁` exchanges the two spins on neighbouring sites with element `2t²`. -/
theorem trimer_witness (t : ℂ) :
    (∀ p q, trimerHop t p q ≠ 0 →
      trimerD p ≤ trimerD q + 1 ∧ trimerD q ≤ trimerD p + 1) ∧
    hoppingPart trimerD (trimerHop t) 0 (0, 1) (0, 2) = -t ∧
    (hoppingPart trimerD (trimerHop t) (-1) * hoppingPart trimerD (trimerHop t) 1)
      (1, 0) (0, 1) = 2 * t ^ 2 := by
  refine ⟨fun p q _ => ?_, ?_, ?_⟩
  · unfold trimerD
    split_ifs <;> omega
  · simp [hoppingPart, trimerD, trimerHop]
  · simp [Matrix.mul_apply, Fintype.sum_prod_type, Fin.sum_univ_three, hoppingPart,
      trimerD, trimerHop]
    ring

end

end HubbardSchriefferWolff
```

```lean
#print axioms HubbardSchriefferWolff.schrieffer_wolff
-- 'HubbardSchriefferWolff.schrieffer_wolff' depends on axioms: [propext, Classical.choice, Quot.sound]
#print axioms HubbardSchriefferWolff.hubbard_tJ
-- 'HubbardSchriefferWolff.hubbard_tJ' depends on axioms: [propext, Classical.choice, Quot.sound]
```

## How the lemmas follow the calculation

`exp_second_order` bounds the tail of the exponential series, and `rotation_second_order` multiplies the expansions and collects the cubic and quartic leftovers. `comm_generator` is the first-order cancellation. `schrieffer_wolff` combines the rotations of \(V\) and \(xT\); there `module` checks the remaining linear algebra. `projected_exchange` and the Jacobi step inside `projected_tJ` give the block.

`hubbard_tJ` derives the algebraic hypotheses in a configuration basis. `D p` is the doublon count of configuration `p`, `interaction` is diagonal with entries \(UD_p\), `hoppingPart` keeps the elements with \(D_p=D_q+m\), and `noDoublon` is \(P\). The remaining condition, `hT`, says that a non-zero hopping element changes the count by at most one, as when a single electron moves. Fermion signs belong in the supplied matrix `T`.

`trimer_witness` checks this condition for one up and one down electron on three mutually connected sites. It also finds a \(T_0\) element \(-t\) and an exchange element \(2t^2\) of \(T_{-1}T_1\), which enters the block as \(-2x^2t^2/U\).

## Small hopping at fixed cluster size

The theorems concern fixed finite complex matrices as \(x\to0\). The constant in \(O(x^3)\) is not computed and may grow with the cluster, so no error bar follows for a given \(t/U\), nor a thermodynamic limit. Hermiticity is not assumed; for real \(x\) and \(U\) and Hermitian hopping, the rotation is unitary. The full rotated matrix can still couple sectors at order \(x^2\) through \([T_1-T_{-1},T_0]\). The block is stated as a matrix product, without rewriting it in spin operators.
